# The Gibbs state is the unique free-energy minimiser of a finite-dimensional quantum system at positive temperature

## A trial state for a system in a heat bath

A few interacting spins are in equilibrium with a heat bath that is only weakly coupled to them, and their Hamiltonian H is too awkward to diagonalise. We guess a density matrix ρ, perhaps a product of single-spin states, and compute its free energy. Can the guess fall below the true equilibrium value? It can't, even when ρ and H do not commute.

Let b = 1/(k_B T) > 0, and let rᵢ be the eigenvalues of ρ. Define

Z = Tr exp(-bH)

F(ρ) = Re Tr(ρH) + (1/b) Σᵢ rᵢ ln rᵢ

The second term is minus temperature times the von Neumann entropy.

## The bound and its Lean reading

For Hermitian H and positive semidefinite ρ with trace one,

F(ρ) ≥ -(1/b) ln Z,

with equality exactly when ρ is the Gibbs state exp(-bH)/Z. The right-hand side is therefore the equilibrium free energy.

The inequality is `gibbs_variational`, and the equality condition is `gibbs_variational_eq_iff`. Operators are complex matrices over a finite index type `n`. The hypotheses `ρ.PosSemidef` and `ρ.trace = 1` say that ρ is a density matrix; `H.IsHermitian` makes H an observable. `partitionFunction` is the real part of the trace of the matrix exponential, and `freeEnergy` takes a proof that ρ is Hermitian because the eigenvalues are defined through it. Lean's `Real.log 0 = 0` agrees with the usual convention 0 ln 0 = 0.

Infinite-dimensional spaces, unbounded Hamiltonians and the thermodynamic limit are not covered.

## The excess free energy as a weighted sum

Diagonalise both matrices:

ρ = U D U†, H = V E V†

Here D and E are diagonal with entries rᵢ and Eⱼ. Let W = U†V and wᵢⱼ = |Wᵢⱼ|², the probability of finding the eigenvector uᵢ of ρ in the energy eigenvector vⱼ. Since W is unitary, every row and every column of w sums to one. The mean energy is

Tr(ρH) = Tr(D W E W†) = Σᵢⱼ wᵢⱼ rᵢ Eⱼ.

Let qⱼ = exp(-bEⱼ)/Z, so that ln qⱼ = -bEⱼ - ln Z. The rᵢ and the qⱼ each sum to one, hence

Σᵢⱼ wᵢⱼ (rᵢ ln rᵢ - rᵢ ln qⱼ - rᵢ + qⱼ)
= Σᵢ rᵢ ln rᵢ + b Tr(ρH) + ln Z - 1 + 1
= b [F(ρ) + (1/b) ln Z].

Each bracket in the first line is nonnegative. If rᵢ = 0, it equals qⱼ > 0. If rᵢ > 0, put x = qⱼ/rᵢ in ln x ≤ x - 1 and multiply by rᵢ:

rᵢ ln(qⱼ/rᵢ) ≤ qⱼ - rᵢ,

with equality only for rᵢ = qⱼ. This proves the bound.

If the bound is attained, every term vanishes, so for each pair either Wᵢⱼ = 0 or rᵢ = qⱼ. In both cases rᵢWᵢⱼ = Wᵢⱼqⱼ, that is, DW = WQ with Q = diag(qⱼ). Therefore

ρ = U D W V† = U W Q V† = V Q V† = exp(-bH)/Z.

Conversely, if ρ = V Q V†, then DW = U†ρV = WQ, and every term vanishes. Degenerate levels need no separate treatment.

## Zero temperature and trial Hamiltonians

On a d-dimensional space, with lowest energy E₀, we have exp(-bE₀) ≤ Z ≤ d exp(-bE₀), so -(1/b) ln Z tends to E₀ as b → ∞. The entropy term vanishes in the same limit, leaving the ground-state variational bound Tr(ρH) ≥ E₀.

In a finite-dimensional variational mean-field calculation, one takes ρ₀ = exp(-bH₀)/Z₀ with a solvable Hermitian H₀ and Z₀ = Tr exp(-bH₀). Inserting ρ₀ into the bound gives

-(1/b) ln Z ≤ -(1/b) ln Z₀ + Tr(ρ₀(H - H₀)),

and the parameters of H₀ are varied to lower the right-hand side.

## The complete Lean file

```lean
import Mathlib

open Matrix
open scoped ComplexOrder

namespace QuantumGibbsVariational

noncomputable section

variable {n : Type*} [Fintype n] [DecidableEq n] {H ρ : Matrix n n ℂ}

/-- The real part of `Tr exp(-b H)`; for Hermitian `H` this is the partition function `Z`. -/
def partitionFunction (b : ℝ) (H : Matrix n n ℂ) : ℝ :=
  (NormedSpace.exp (-(b : ℂ) • H)).trace.re

/-- The Gibbs state `exp(-b H) / Z`, for Hermitian `H` on a nonzero space. -/
def gibbsState (b : ℝ) (H : Matrix n n ℂ) : Matrix n n ℂ :=
  (partitionFunction b H : ℂ)⁻¹ • NormedSpace.exp (-(b : ℂ) • H)

/-- The free energy `Re Tr(ρ H) + (1/b) ∑ rᵢ ln rᵢ` of a state `ρ` with eigenvalues `rᵢ`,
for `b ≠ 0`. -/
def freeEnergy (b : ℝ) (H : Matrix n n ℂ) (hρ : ρ.IsHermitian) : ℝ :=
  (ρ * H).trace.re + 1 / b * ∑ i, hρ.eigenvalues i * Real.log (hρ.eigenvalues i)

/-- The matrix whose columns are orthonormal eigenvectors of a Hermitian matrix. -/
def eigenbasis (hH : H.IsHermitian) : Matrix n n ℂ := hH.eigenvectorUnitary

/-- The amplitudes `⟨uᵢ, vⱼ⟩` between the eigenvectors of `ρ` and those of `H`. -/
def overlap (hρ : ρ.IsHermitian) (hH : H.IsHermitian) : Matrix n n ℂ :=
  (eigenbasis hρ)ᴴ * eigenbasis hH

/-- The Gibbs weight `exp(-b Eⱼ) / Z` of the `j`-th energy eigenvector, whose energy is `Eⱼ`. -/
def gibbsWeight (b : ℝ) (hH : H.IsHermitian) (j : n) : ℝ :=
  Real.exp (-b * hH.eigenvalues j) / partitionFunction b H

/-- A Hermitian matrix is diagonal in its eigenbasis, and the eigenbasis is unitary. -/
theorem eigen_decomposition (hH : H.IsHermitian) :
    H = eigenbasis hH * diagonal (fun i => (hH.eigenvalues i : ℂ)) * (eigenbasis hH)ᴴ ∧
    eigenbasis hH * (eigenbasis hH)ᴴ = 1 ∧ (eigenbasis hH)ᴴ * eigenbasis hH = 1 := by
  refine ⟨?_, mem_unitaryGroup_iff.mp hH.eigenvectorUnitary.2,
    mem_unitaryGroup_iff'.mp hH.eigenvectorUnitary.2⟩
  refine hH.spectral_theorem.trans ?_
  rw [Unitary.conjStarAlgAut_apply]
  rfl

/-- For Hermitian `H`, `exp(-b H)` is diagonal in the energy eigenbasis with the Boltzmann
factors as entries, and `Z` is the sum of these factors. -/
theorem boltzmann_spectral (b : ℝ) (hH : H.IsHermitian) :
    NormedSpace.exp (-(b : ℂ) • H) = eigenbasis hH *
      diagonal (fun j => (Real.exp (-b * hH.eigenvalues j) : ℂ)) * (eigenbasis hH)ᴴ ∧
    partitionFunction b H = ∑ j, Real.exp (-b * hH.eigenvalues j) := by
  obtain ⟨hd, h1, h2⟩ := eigen_decomposition hH
  have hinv : (eigenbasis hH)⁻¹ = (eigenbasis hH)ᴴ := inv_eq_right_inv h1
  have hu : IsUnit (eigenbasis hH) := ⟨⟨_, _, h1, h2⟩, rfl⟩
  have e : -(b : ℂ) • H = eigenbasis hH *
      diagonal (fun j => ((-b * hH.eigenvalues j : ℝ) : ℂ)) * (eigenbasis hH)⁻¹ := by
    have d : diagonal (fun j => ((-b * hH.eigenvalues j : ℝ) : ℂ)) =
        -(b : ℂ) • diagonal (fun j => (hH.eigenvalues j : ℂ)) := by
      ext i j
      by_cases h : i = j
      · subst h; simp
      · simp [h]
    rw [hinv, d, Matrix.mul_smul, Matrix.smul_mul]
    exact congrArg (fun M => -(b : ℂ) • M) hd
  have hexp : NormedSpace.exp (-(b : ℂ) • H) = eigenbasis hH *
      diagonal (fun j => (Real.exp (-b * hH.eigenvalues j) : ℂ)) * (eigenbasis hH)ᴴ := by
    rw [e, Matrix.exp_conj _ _ hu, Matrix.exp_diagonal, hinv]
    congr 3
    funext j
    rw [Pi.coe_exp, ← Complex.exp_eq_exp_ℂ, Complex.ofReal_exp]
  refine ⟨hexp, ?_⟩
  rw [partitionFunction, hexp, Matrix.trace_mul_comm, ← Matrix.mul_assoc, h2, Matrix.one_mul,
    Matrix.trace_diagonal, ← Complex.ofReal_sum, Complex.ofReal_re]

/-- On a nonzero space with Hermitian `H`, `Z` is positive and the Gibbs weights are positive
and sum to one. -/
theorem gibbsWeight_prob [Nonempty n] (b : ℝ) (hH : H.IsHermitian) :
    0 < partitionFunction b H ∧ (∀ j, 0 < gibbsWeight b hH j) ∧
      ∑ j, gibbsWeight b hH j = 1 := by
  have hZ : 0 < partitionFunction b H := by
    rw [(boltzmann_spectral b hH).2]
    exact Finset.sum_pos (fun j _ => Real.exp_pos _) Finset.univ_nonempty
  refine ⟨hZ, fun j => div_pos (Real.exp_pos _) hZ, ?_⟩
  simp only [gibbsWeight]
  rw [← Finset.sum_div, ← (boltzmann_spectral b hH).2, div_self hZ.ne']

/-- For Hermitian `H`, the Gibbs state is diagonal in the energy eigenbasis, with the Gibbs
weights as entries. -/
theorem gibbsState_spectral (b : ℝ) (hH : H.IsHermitian) :
    gibbsState b H = eigenbasis hH * diagonal (fun j => (gibbsWeight b hH j : ℂ)) *
      (eigenbasis hH)ᴴ := by
  have d : diagonal (fun j => (gibbsWeight b hH j : ℂ)) = (partitionFunction b H : ℂ)⁻¹ •
      diagonal (fun j => (Real.exp (-b * hH.eigenvalues j) : ℂ)) := by
    ext i j
    by_cases h : i = j
    · subst h; simp [gibbsWeight, div_eq_inv_mul]
    · simp [h]
  rw [gibbsState, (boltzmann_spectral b hH).1, d, Matrix.mul_smul, Matrix.smul_mul]

/-- On a nonzero space with Hermitian `H`, the Gibbs state is a density matrix: positive
semidefinite with trace one. -/
theorem gibbsState_density [Nonempty n] (b : ℝ) (hH : H.IsHermitian) :
    (gibbsState b H).PosSemidef ∧ (gibbsState b H).trace = 1 := by
  obtain ⟨-, hq, hs⟩ := gibbsWeight_prob b hH
  rw [gibbsState_spectral b hH]
  constructor
  · exact (posSemidef_diagonal_iff.mpr fun j =>
      Complex.zero_le_real.mpr (hq j).le).mul_mul_conjTranspose_same _
  · rw [Matrix.trace_mul_comm, ← Matrix.mul_assoc, (eigen_decomposition hH).2.2,
      Matrix.one_mul, Matrix.trace_diagonal, ← Complex.ofReal_sum, hs, Complex.ofReal_one]

/-- The transition probabilities `|⟨uᵢ, vⱼ⟩|²` between the eigenbases of two Hermitian matrices
sum to one along each row and each column. -/
theorem overlap_sums (hρ : ρ.IsHermitian) (hH : H.IsHermitian) :
    (∀ i, ∑ j, Complex.normSq (overlap hρ hH i j) = 1) ∧
    ∀ j, ∑ i, Complex.normSq (overlap hρ hH i j) = 1 := by
  obtain ⟨-, u1, u2⟩ := eigen_decomposition hρ
  obtain ⟨-, v1, v2⟩ := eigen_decomposition hH
  have w1 : overlap hρ hH * (overlap hρ hH)ᴴ = 1 := by
    rw [overlap, conjTranspose_mul, conjTranspose_conjTranspose, Matrix.mul_assoc,
      ← Matrix.mul_assoc (eigenbasis hH), v1, Matrix.one_mul, u2]
  have w2 : (overlap hρ hH)ᴴ * overlap hρ hH = 1 := mul_eq_one_comm.mp w1
  constructor
  · intro i
    have h := congrFun (congrFun w1 i) i
    rw [Matrix.mul_apply, Matrix.one_apply_eq] at h
    apply Complex.ofReal_injective
    rw [Complex.ofReal_sum, Complex.ofReal_one, ← h]
    exact Finset.sum_congr rfl fun j _ => (Complex.mul_conj _).symm
  · intro j
    have h := congrFun (congrFun w2 j) j
    rw [Matrix.mul_apply, Matrix.one_apply_eq] at h
    apply Complex.ofReal_injective
    rw [Complex.ofReal_sum, Complex.ofReal_one, ← h]
    exact Finset.sum_congr rfl fun i _ => (Complex.mul_conj _).symm.trans (mul_comm _ _)

/-- For `r ≥ 0` and `q > 0`, the quantity `r ln r - r ln q - r + q` is nonnegative, and it
vanishes exactly when `r = q`. -/
theorem relative_entropy_term {r q : ℝ} (hr : 0 ≤ r) (hq : 0 < q) :
    0 ≤ r * Real.log r - r * Real.log q - r + q ∧
    (r * Real.log r - r * Real.log q - r + q = 0 ↔ r = q) := by
  by_cases h : r = q
  · subst h; simp
  have pos : 0 < r * Real.log r - r * Real.log q - r + q := by
    rcases hr.eq_or_lt with h0 | h0
    · rw [← h0]; simpa using hq
    · have hne : q / r ≠ 1 := fun e => h ((div_eq_one_iff_eq h0.ne').mp e).symm
      have l := Real.log_lt_sub_one_of_pos (div_pos hq h0) hne
      rw [Real.log_div hq.ne' h0.ne'] at l
      have m := mul_lt_mul_of_pos_left l h0
      have e : r * (q / r - 1) = q - r := by field_simp
      linarith
  exact ⟨pos.le, fun e => absurd e pos.ne', fun e => absurd e h⟩

/-- For Hermitian `H` and Hermitian `ρ` of trace one, and `b ≠ 0`, `b` times the excess of the
free energy over `-(1/b) ln Z` is a sum of relative-entropy terms weighted by the transition
probabilities. -/
theorem freeEnergy_gap [Nonempty n] {b : ℝ} (hb : b ≠ 0) (hρ : ρ.IsHermitian)
    (hH : H.IsHermitian) (htr : ρ.trace = 1) :
    b * (freeEnergy b H hρ + 1 / b * Real.log (partitionFunction b H)) =
      ∑ i, ∑ j, Complex.normSq (overlap hρ hH i j) *
        (hρ.eigenvalues i * Real.log (hρ.eigenvalues i) -
          hρ.eigenvalues i * Real.log (gibbsWeight b hH j) -
          hρ.eigenvalues i + gibbsWeight b hH j) := by
  obtain ⟨hZ, -, hs⟩ := gibbsWeight_prob b hH
  obtain ⟨row, col⟩ := overlap_sums hρ hH
  have hr : ∑ i, hρ.eigenvalues i = 1 := by
    apply Complex.ofReal_injective
    rw [Complex.ofReal_sum, Complex.ofReal_one, ← htr]
    exact hρ.trace_eq_sum_eigenvalues.symm
  -- the mean energy in terms of transition probabilities
  have hE : (ρ * H).trace = ((∑ i, ∑ j, hρ.eigenvalues i *
      Complex.normSq (overlap hρ hH i j) * hH.eigenvalues j : ℝ) : ℂ) := by
    have e : (ρ * H).trace = (diagonal (fun i => (hρ.eigenvalues i : ℂ)) * overlap hρ hH *
        (diagonal (fun j => (hH.eigenvalues j : ℂ)) * (overlap hρ hH)ᴴ)).trace := by
      refine (congrArg Matrix.trace (congrArg₂ (· * ·) (eigen_decomposition hρ).1
        (eigen_decomposition hH).1)).trans ?_
      simp only [overlap, conjTranspose_mul, conjTranspose_conjTranspose, Matrix.mul_assoc]
      rw [Matrix.trace_mul_comm]
      simp only [Matrix.mul_assoc]
    rw [e, Matrix.trace, Complex.ofReal_sum]
    refine Finset.sum_congr rfl fun i _ => ?_
    rw [Matrix.diag_apply, Matrix.mul_apply, Complex.ofReal_sum]
    refine Finset.sum_congr rfl fun j _ => ?_
    rw [diagonal_mul, diagonal_mul, conjTranspose_apply, Complex.ofReal_mul,
      Complex.ofReal_mul, ← Complex.mul_conj, starRingEnd_apply]
    ring
  have hlog : ∀ j, Real.log (gibbsWeight b hH j) =
      -b * hH.eigenvalues j - Real.log (partitionFunction b H) := fun j => by
    rw [gibbsWeight, Real.log_div (Real.exp_pos _).ne' hZ.ne', Real.log_exp]
  -- sum out the final index, then the initial one
  have hA : ∑ i, ∑ j, Complex.normSq (overlap hρ hH i j) *
      (hρ.eigenvalues i * Real.log (hρ.eigenvalues i) +
        hρ.eigenvalues i * (Real.log (partitionFunction b H) - 1)) =
      ∑ i, hρ.eigenvalues i * Real.log (hρ.eigenvalues i) +
        (Real.log (partitionFunction b H) - 1) := by
    simp_rw [← Finset.sum_mul, row, one_mul]
    rw [Finset.sum_add_distrib, ← Finset.sum_mul, hr, one_mul]
  have hB : ∑ i, ∑ j, Complex.normSq (overlap hρ hH i j) * gibbsWeight b hH j = 1 := by
    rw [Finset.sum_comm]
    simp_rw [← Finset.sum_mul, col, one_mul]
    exact hs
  have split : ∑ i, ∑ j, Complex.normSq (overlap hρ hH i j) *
        (hρ.eigenvalues i * Real.log (hρ.eigenvalues i) -
          hρ.eigenvalues i * Real.log (gibbsWeight b hH j) -
          hρ.eigenvalues i + gibbsWeight b hH j) =
      ∑ i, ∑ j, Complex.normSq (overlap hρ hH i j) *
        (hρ.eigenvalues i * Real.log (hρ.eigenvalues i) +
          hρ.eigenvalues i * (Real.log (partitionFunction b H) - 1)) +
      b * ∑ i, ∑ j, hρ.eigenvalues i *
        Complex.normSq (overlap hρ hH i j) * hH.eigenvalues j +
      ∑ i, ∑ j, Complex.normSq (overlap hρ hH i j) * gibbsWeight b hH j := by
    simp only [Finset.mul_sum, ← Finset.sum_add_distrib]
    refine Finset.sum_congr rfl fun i _ => Finset.sum_congr rfl fun j _ => ?_
    rw [hlog]
    ring
  rw [split, hA, hB, freeEnergy, hE, Complex.ofReal_re]
  field_simp
  ring

/-- Gibbs variational principle: for Hermitian `H`, `b > 0` and a density matrix `ρ`, the free
energy of `ρ` is at least `-(1/b) ln Tr exp(-b H)`. -/
theorem gibbs_variational {b : ℝ} (hb : 0 < b) (hH : H.IsHermitian) (hρ : ρ.PosSemidef)
    (htr : ρ.trace = 1) :
    -(1 / b) * Real.log (partitionFunction b H) ≤ freeEnergy b H hρ.isHermitian := by
  rcases isEmpty_or_nonempty n with hn | hn
  · simp [Matrix.trace] at htr
  have h : 0 ≤ b * (freeEnergy b H hρ.isHermitian +
      1 / b * Real.log (partitionFunction b H)) := by
    rw [freeEnergy_gap hb.ne' hρ.isHermitian hH htr]
    exact Finset.sum_nonneg fun i _ => Finset.sum_nonneg fun j _ =>
      mul_nonneg (Complex.normSq_nonneg _) (relative_entropy_term (hρ.eigenvalues_nonneg i)
        ((gibbsWeight_prob b hH).2.1 j)).1
  have h' := nonneg_of_mul_nonneg_right h hb
  linarith

/-- For Hermitian `H`, `b > 0` and a density matrix `ρ`, the free energy of `ρ` equals
`-(1/b) ln Tr exp(-b H)` exactly when `ρ` is the Gibbs state. -/
theorem gibbs_variational_eq_iff {b : ℝ} (hb : 0 < b) (hH : H.IsHermitian)
    (hρ : ρ.PosSemidef) (htr : ρ.trace = 1) :
    freeEnergy b H hρ.isHermitian = -(1 / b) * Real.log (partitionFunction b H) ↔
      ρ = gibbsState b H := by
  rcases isEmpty_or_nonempty n with hn | hn
  · simp [Matrix.trace] at htr
  have gap := freeEnergy_gap hb.ne' hρ.isHermitian hH htr
  have term := fun i j => relative_entropy_term (hρ.eigenvalues_nonneg i)
    ((gibbsWeight_prob b hH).2.1 j)
  have hn := fun i j => mul_nonneg
    (Complex.normSq_nonneg (overlap hρ.isHermitian hH i j)) (term i j).1
  obtain ⟨hd, u1, u2⟩ := eigen_decomposition hρ.isHermitian
  obtain ⟨-, v1, v2⟩ := eigen_decomposition hH
  have hg := gibbsState_spectral b hH
  set U := eigenbasis hρ.isHermitian with hU
  set V := eigenbasis hH with hV
  set D := diagonal (fun i => (hρ.isHermitian.eigenvalues i : ℂ)) with hD
  set Q := diagonal (fun j => (gibbsWeight b hH j : ℂ)) with hQ
  constructor
  · intro h
    have hz := gap.symm.trans (show _ = (0 : ℝ) by rw [h]; ring)
    -- every term of the gap vanishes, so the overlaps intertwine the two spectra
    have hW : D * (Uᴴ * V) = Uᴴ * V * Q := by
      ext i j
      have hi := (Finset.sum_eq_zero_iff_of_nonneg
        (fun i _ => Finset.sum_nonneg fun j _ => hn i j)).mp hz i (Finset.mem_univ i)
      have hij := (Finset.sum_eq_zero_iff_of_nonneg
        (fun j _ => hn i j)).mp hi j (Finset.mem_univ j)
      rw [hD, hQ, diagonal_mul, mul_diagonal]
      rcases mul_eq_zero.mp hij with h0 | h0
      · have h1 : (Uᴴ * V) i j = 0 := Complex.normSq_eq_zero.mp h0
        rw [h1, mul_zero, zero_mul]
      · rw [(term i j).2.mp h0, mul_comm]
    calc ρ = U * D * Uᴴ := hd
      _ = U * D * Uᴴ * (V * Vᴴ) := by rw [v1, Matrix.mul_one]
      _ = U * (D * (Uᴴ * V)) * Vᴴ := by simp only [Matrix.mul_assoc]
      _ = U * (Uᴴ * V * Q) * Vᴴ := by rw [hW]
      _ = U * Uᴴ * (V * Q * Vᴴ) := by simp only [Matrix.mul_assoc]
      _ = gibbsState b H := by rw [u1, Matrix.one_mul, hg]
  · intro h
    have hW : D * (Uᴴ * V) = Uᴴ * V * Q := by
      calc D * (Uᴴ * V) = Uᴴ * U * (D * (Uᴴ * V)) := by rw [u2, Matrix.one_mul]
        _ = Uᴴ * (U * D * Uᴴ) * V := by simp only [Matrix.mul_assoc]
        _ = Uᴴ * (V * Q * Vᴴ) * V := by rw [hd.symm.trans (h.trans hg)]
        _ = Uᴴ * V * Q * (Vᴴ * V) := by simp only [Matrix.mul_assoc]
        _ = Uᴴ * V * Q := by rw [v2, Matrix.mul_one]
    have hz : b * (freeEnergy b H hρ.isHermitian +
        1 / b * Real.log (partitionFunction b H)) = 0 := by
      rw [gap]
      refine Finset.sum_eq_zero fun i _ => Finset.sum_eq_zero fun j _ => ?_
      have e := congrFun (congrFun hW i) j
      rw [hD, hQ, diagonal_mul, mul_diagonal, mul_comm] at e
      by_cases h0 : (Uᴴ * V) i j = 0
      · exact mul_eq_zero_of_left (Complex.normSq_eq_zero.mpr h0) _
      · exact mul_eq_zero_of_right _
          ((term i j).2.mpr (Complex.ofReal_injective (mul_left_cancel₀ h0 e)))
    have h' := (mul_eq_zero.mp hz).resolve_left hb.ne'
    linarith

end

end QuantumGibbsVariational
```

```lean
#print axioms QuantumGibbsVariational.gibbsState_density
#print axioms QuantumGibbsVariational.gibbs_variational
#print axioms QuantumGibbsVariational.gibbs_variational_eq_iff
```

```
'QuantumGibbsVariational.gibbsState_density' depends on axioms: [propext, Classical.choice, Quot.sound]
'QuantumGibbsVariational.gibbs_variational' depends on axioms: [propext, Classical.choice, Quot.sound]
'QuantumGibbsVariational.gibbs_variational_eq_iff' depends on axioms: [propext, Classical.choice, Quot.sound]
```

## From spectral decompositions to the equality case

`eigen_decomposition` supplies U and V. `boltzmann_spectral` carries the matrix exponential into the energy basis and identifies Z with the sum of Boltzmann factors. `gibbsWeight_prob` and `gibbsState_spectral` then give the qⱼ and V Q V†, and `gibbsState_density` confirms that the minimiser is itself a density matrix.

`overlap_sums` reads the row and column sums off the diagonals of WW† = 1 and W†W = 1. `relative_entropy_term` is the scalar inequality, with the strict form of ln x < x - 1 for x ≠ 1 settling equality.

The central identity is `freeEnergy_gap`. Inside it, `hE` computes the mean energy, `hlog` expands ln qⱼ, and `split` separates the double sum into three parts. `hA` and `hB` evaluate two of them by the row and column sums; the third is b times the mean energy. This identity assumes b ≠ 0, a Hermitian H and a Hermitian ρ of trace one; the positivity of b and ρ enters afterwards.

`gibbs_variational` adds up nonnegative terms and divides by b. In `gibbs_variational_eq_iff`, a vanishing sum of nonnegative terms forces each term to zero, which yields `hW`, the relation DW = WQ. The `calc` chain that follows is the matrix computation above, and the converse runs it backwards.
